# At fixed temperature and pressure, the chemical-potential slopes of a binary mixture cancel when weighted by mole fraction

Mix two liquids A and B at fixed temperature and pressure, and let $x$ be the mole fraction of B. Suppose that mixing costs, beyond the ideal mixing term, an excess Gibbs energy $W x(1-x)$ per mole, with $W$ a constant. The excess chemical potentials, which say what one more mole of A or of B adds to this cost in a large sample, are $Wx^2$ and $W(1-x)^2$. Their slopes in $x$ are $2Wx$ and $-2W(1-x)$. Weight each slope by the mole fraction of its own component:

$$(1-x)\cdot 2Wx + x\cdot\bigl(-2W(1-x)\bigr) = 0.$$

The same cancellation occurs for every twice differentiable molar Gibbs energy $G(x)$. With a prime for $d/dx$, the chemical potentials are

$$\mu_A = G - xG', \qquad \mu_B = G + (1-x)G',$$

and they satisfy the Gibbs-Duhem relation

$$(1-x)\mu_A' + x\mu_B' = 0.$$

Here $G$ is the Gibbs energy per mole, which many textbooks write $G_m$ or $g$. Temperature and pressure are held constant, so the relation has no entropy or volume term.

## Equilibrium solvers, fitted potentials and one-sided data

For a binary phase with a twice differentiable $G$, a solver that equates chemical potentials between phases can take its Newton derivatives from $\mu_A' = -xG''$ and $\mu_B' = (1-x)G''$, so one second derivative serves both. Subtracting the two potentials gives $\mu_B - \mu_A = G'$: a routine that returns $G'$ has returned an exchange potential, not $\mu_B$.

If $\mu_A$ and $\mu_B$ are fitted separately, the relation decides whether a single molar Gibbs energy can yield both. Where it holds, that function is $(1-x)\mu_A + x\mu_B$. Only slopes enter, so a constant error in either potential goes unnoticed. If only one potential is known, the relation can be integrated to obtain the other, given a reference value.

## From the total Gibbs energy to the integrated potential

**The potentials are partial derivatives.** For amounts $n_A$ and $n_B$, let $N = n_A + n_B$ and $x = n_B/N$. The total Gibbs energy is $N\,G(x)$. Adding A dilutes B, and adding B enriches the mixture:

$$\frac{\partial x}{\partial n_A} = -\frac{n_B}{N^2} = -\frac{x}{N}, \qquad \frac{\partial x}{\partial n_B} = \frac{N-n_B}{N^2} = \frac{1-x}{N}.$$

The product and chain rules then give

$$\frac{\partial (NG)}{\partial n_A} = G + N G'\left(-\frac{x}{N}\right) = G - xG', \qquad \frac{\partial (NG)}{\partial n_B} = G + N G'\,\frac{1-x}{N} = G + (1-x)G'.$$

**The slopes cancel.** Differentiating once more,

$$\mu_A' = G' - (G' + xG'') = -xG'', \qquad \mu_B' = G' - G' + (1-x)G'' = (1-x)G''.$$

The weighted sum is $-(1-x)xG'' + x(1-x)G'' = 0$.

**The converse.** Let $a$ and $b$ be differentiable at $x$ with $(1-x)a' + xb' = 0$ there, and set $G = (1-x)a + xb$. Then

$$G' = b - a + \bigl[(1-x)a' + xb'\bigr] = b - a.$$

Hence $G - xG' = (1-x)a + xb - xb + xa = a$, and $G + (1-x)G' = (1-x)a + xb + (1-x)b - (1-x)a = b$.

**The regular solution.** For $G = Wx(1-x)$ the slope is $G' = W(1-2x)$, so

$$\mu_A = Wx(1-x) - Wx(1-2x) = Wx^2,$$
$$\mu_B = Wx(1-x) + W(1-x)(1-2x) = W(1-x)^2.$$

**Integration from pure B.** Suppose that only $\mu_A = Wx^2$ is known, and call the unknown potential of B $b$. Let $b$ be differentiable for $0<y<1$ and continuous up to pure B, $y=1$. For $0<y<1$ the relation reads $(1-y)\,2Wy + y\,b'(y) = 0$. Dividing by $y$ gives $b'(y) = -2W(1-y)$. The difference $d(y) = b(y) - W(1-y)^2$ therefore has slope $b'(y) + 2W(1-y) = 0$. For $0<x<1$, the mean value theorem on $[x,1]$ supplies a point $c$ with

$$0 = d'(c) = \frac{d(1)-d(x)}{1-x}.$$

So $d(x) = d(1) = b(1)$. With the pure-liquid reference $b(1)=0$, this gives $b(x) = W(1-x)^2$.

## The Lean source

```lean
import Mathlib

open Set

namespace BinaryGibbsDuhem

noncomputable section

/-- Total Gibbs energy of `nA` moles of A and `nB` moles of B with molar Gibbs energy `G`,
a function of the mole fraction of B; the domain is `nA + nB ≠ 0`. -/
def totalGibbs (G : ℝ → ℝ) (nA nB : ℝ) : ℝ := (nA + nB) * G (nB / (nA + nB))

/-- Chemical potential of A at mole fraction `x` of B, for `G` differentiable at `x`: the value at
pure A of the tangent drawn to `G` at `x`. -/
def muA (G : ℝ → ℝ) (x : ℝ) : ℝ := G x - x * deriv G x

/-- Chemical potential of B at mole fraction `x` of B, for `G` differentiable at `x`: the value at
pure B of the tangent drawn to `G` at `x`. -/
def muB (G : ℝ → ℝ) (x : ℝ) : ℝ := G x + (1 - x) * deriv G x

/-- Excess molar Gibbs energy of a regular solution with interaction parameter `W`. -/
def regularExcess (W x : ℝ) : ℝ := W * x * (1 - x)

/-- For a nonzero total amount and `G` differentiable at the composition of the mixture,
`muA` is the derivative of the total Gibbs energy with respect to the amount of A. -/
theorem hasDerivAt_totalGibbs_A {G : ℝ → ℝ} {nA nB : ℝ} (hn : nA + nB ≠ 0)
    (hG : DifferentiableAt ℝ G (nB / (nA + nB))) :
    HasDerivAt (fun n => totalGibbs G n nB) (muA G (nB / (nA + nB))) nA := by
  have hs : HasDerivAt (fun n : ℝ => n + nB) 1 nA := (hasDerivAt_id' nA).add_const nB
  -- adding A dilutes B
  have hx : HasDerivAt (fun n : ℝ => nB / (n + nB))
      ((0 * (nA + nB) - nB * 1) / (nA + nB) ^ 2) nA :=
    (hasDerivAt_const nA nB).fun_div hs hn
  have hc : HasDerivAt (fun n : ℝ => G (nB / (n + nB)))
      (deriv G (nB / (nA + nB)) * ((0 * (nA + nB) - nB * 1) / (nA + nB) ^ 2)) nA :=
    HasDerivAt.comp (h := fun n : ℝ => nB / (n + nB)) nA hG.hasDerivAt hx
  refine (hs.fun_mul hc).congr_deriv ?_
  simp only [muA]
  generalize deriv G (nB / (nA + nB)) = d
  generalize G (nB / (nA + nB)) = g
  field_simp
  ring

/-- For a nonzero total amount and `G` differentiable at the composition of the mixture,
`muB` is the derivative of the total Gibbs energy with respect to the amount of B. -/
theorem hasDerivAt_totalGibbs_B {G : ℝ → ℝ} {nA nB : ℝ} (hn : nA + nB ≠ 0)
    (hG : DifferentiableAt ℝ G (nB / (nA + nB))) :
    HasDerivAt (fun n => totalGibbs G nA n) (muB G (nB / (nA + nB))) nB := by
  have hs : HasDerivAt (fun n : ℝ => nA + n) 1 nB := (hasDerivAt_id' nB).const_add nA
  -- adding B enriches the mixture in B
  have hx : HasDerivAt (fun n : ℝ => n / (nA + n))
      ((1 * (nA + nB) - nB * 1) / (nA + nB) ^ 2) nB :=
    (hasDerivAt_id' nB).fun_div hs hn
  have hc : HasDerivAt (fun n : ℝ => G (n / (nA + n)))
      (deriv G (nB / (nA + nB)) * ((1 * (nA + nB) - nB * 1) / (nA + nB) ^ 2)) nB :=
    HasDerivAt.comp (h := fun n : ℝ => n / (nA + n)) nB hG.hasDerivAt hx
  refine (hs.fun_mul hc).congr_deriv ?_
  simp only [muB]
  generalize deriv G (nB / (nA + nB)) = d
  generalize G (nB / (nA + nB)) = g
  field_simp

/-- Where `G` is twice differentiable, the chemical potential of A has slope `-x G''`. -/
theorem hasDerivAt_muA {G : ℝ → ℝ} {x : ℝ} (hG : DifferentiableAt ℝ G x)
    (hG' : DifferentiableAt ℝ (deriv G) x) :
    HasDerivAt (muA G) (-x * deriv (deriv G) x) x := by
  have h : HasDerivAt (muA G) (deriv G x - (1 * deriv G x + x * deriv (deriv G) x)) x :=
    hG.hasDerivAt.fun_sub ((hasDerivAt_id' x).fun_mul hG'.hasDerivAt)
  exact h.congr_deriv (by ring)

/-- Where `G` is twice differentiable, the chemical potential of B has slope `(1 - x) G''`. -/
theorem hasDerivAt_muB {G : ℝ → ℝ} {x : ℝ} (hG : DifferentiableAt ℝ G x)
    (hG' : DifferentiableAt ℝ (deriv G) x) :
    HasDerivAt (muB G) ((1 - x) * deriv (deriv G) x) x := by
  have h : HasDerivAt (muB G)
      (deriv G x + (-1 * deriv G x + (1 - x) * deriv (deriv G) x)) x :=
    hG.hasDerivAt.fun_add (((hasDerivAt_id' x).const_sub 1).fun_mul hG'.hasDerivAt)
  exact h.congr_deriv (by ring)

/-- Gibbs-Duhem relation: where `G` is twice differentiable, the slopes of the two chemical
potentials, weighted by the mole fractions, cancel. -/
theorem gibbs_duhem {G : ℝ → ℝ} {x : ℝ} (hG : DifferentiableAt ℝ G x)
    (hG' : DifferentiableAt ℝ (deriv G) x) :
    (1 - x) * deriv (muA G) x + x * deriv (muB G) x = 0 := by
  rw [(hasDerivAt_muA hG hG').deriv, (hasDerivAt_muB hG hG').deriv]
  ring

/-- Converse: if functions `a` and `b`, differentiable at `x`, obey the Gibbs-Duhem relation
there, they are at `x` the chemical potentials of the molar Gibbs energy `(1 - x) a + x b`. -/
theorem potentials_of_gibbs_duhem {a b : ℝ → ℝ} {a' b' x : ℝ}
    (ha : HasDerivAt a a' x) (hb : HasDerivAt b b' x)
    (hGD : (1 - x) * a' + x * b' = 0) :
    muA (fun y => (1 - y) * a y + y * b y) x = a x ∧
      muB (fun y => (1 - y) * a y + y * b y) x = b x := by
  -- Gibbs-Duhem removes the slopes of a and b from the slope of G
  have h : HasDerivAt (fun y => (1 - y) * a y + y * b y) (b x - a x) x := by
    refine ((((hasDerivAt_id' x).const_sub 1).fun_mul ha).fun_add
      ((hasDerivAt_id' x).fun_mul hb)).congr_deriv ?_
    linear_combination hGD
  constructor
  · simp only [muA, h.deriv]
    ring
  · simp only [muB, h.deriv]
    ring

/-- The regular-solution excess `W x (1 - x)` gives the excess chemical potentials
`W x ^ 2` for A and `W (1 - x) ^ 2` for B. -/
theorem regular_potentials (W x : ℝ) :
    muA (regularExcess W) x = W * x ^ 2 ∧ muB (regularExcess W) x = W * (1 - x) ^ 2 := by
  have h : HasDerivAt (regularExcess W) (W * 1 * (1 - x) + W * x * (-1)) x :=
    ((hasDerivAt_id' x).const_mul W).fun_mul ((hasDerivAt_id' x).const_sub 1)
  constructor
  · simp only [muA, h.deriv, regularExcess]
    ring
  · simp only [muB, h.deriv, regularExcess]
    ring

/-- Gibbs-Duhem integration: let the excess potential of A be `W x ^ 2`. If that of B obeys the
Gibbs-Duhem relation for `0 < x < 1`, is continuous up to pure B and vanishes there, then it
is `W (1 - x) ^ 2` for `0 < x ≤ 1`. -/
theorem regular_muB_by_integration {W : ℝ} {b b' : ℝ → ℝ}
    (hcont : ContinuousOn b (Ioc 0 1))
    (hb : ∀ x ∈ Ioo (0 : ℝ) 1, HasDerivAt b (b' x) x)
    (hGD : ∀ x ∈ Ioo (0 : ℝ) 1, (1 - x) * deriv (fun y => W * y ^ 2) x + x * b' x = 0)
    (hpure : b 1 = 0) {x : ℝ} (hx : x ∈ Ioc (0 : ℝ) 1) :
    b x = W * (1 - x) ^ 2 := by
  rcases eq_or_lt_of_le hx.2 with h1 | h1
  · rw [h1, hpure]
    ring
  -- compare b with the claimed potential on the interval from x to pure B
  have hc : ContinuousOn (fun y => b y - W * (1 - y) ^ 2) (Icc x 1) := by
    refine ContinuousOn.sub (hcont.mono fun y hy => ⟨lt_of_lt_of_le hx.1 hy.1, hy.2⟩) ?_
    exact Continuous.continuousOn (by fun_prop)
  have hd : ∀ y ∈ Ioo x 1,
      HasDerivAt (fun y => b y - W * (1 - y) ^ 2) (b' y + 2 * W * (1 - y)) y := by
    intro y hy
    have hq : HasDerivAt (fun y : ℝ => (1 - y) * (1 - y)) (-1 * (1 - y) + (1 - y) * -1) y :=
      ((hasDerivAt_id' y).const_sub 1).fun_mul ((hasDerivAt_id' y).const_sub 1)
    have h := (hb y ⟨hx.1.trans hy.1, hy.2⟩).fun_sub (hq.const_mul W)
    simp only [pow_two]
    exact h.congr_deriv (by ring)
  obtain ⟨c, hcm, hslope⟩ := exists_hasDerivAt_eq_slope
    (fun y => b y - W * (1 - y) ^ 2) (fun y => b' y + 2 * W * (1 - y)) h1 hc hd
  have hc0 : 0 < c := hx.1.trans hcm.1
  have hA : deriv (fun y : ℝ => W * y ^ 2) c = 2 * W * c := by
    have hq : HasDerivAt (fun y : ℝ => W * (y * y)) (W * (1 * c + c * 1)) c :=
      ((hasDerivAt_id' c).fun_mul (hasDerivAt_id' c)).const_mul W
    simp only [pow_two]
    rw [hq.deriv]
    ring
  -- Gibbs-Duhem makes the slope of the difference vanish
  have hzero : b' c + 2 * W * (1 - c) = 0 := by
    have h := hGD c ⟨hc0, hcm.2⟩
    rw [hA] at h
    refine (mul_eq_zero.mp ?_).resolve_left hc0.ne'
    linear_combination h
  have hne : (1 : ℝ) - x ≠ 0 := (sub_pos.mpr h1).ne'
  have hs := (eq_div_iff hne).mp hslope
  simp only [hzero, hpure] at hs
  linear_combination hs

end

end BinaryGibbsDuhem
```

```lean
#print axioms BinaryGibbsDuhem.gibbs_duhem
#print axioms BinaryGibbsDuhem.potentials_of_gibbs_duhem
#print axioms BinaryGibbsDuhem.regular_potentials
#print axioms BinaryGibbsDuhem.regular_muB_by_integration
```

```
'BinaryGibbsDuhem.gibbs_duhem' depends on axioms: [propext, Classical.choice, Quot.sound]
'BinaryGibbsDuhem.potentials_of_gibbs_duhem' depends on axioms: [propext, Classical.choice, Quot.sound]
'BinaryGibbsDuhem.regular_potentials' depends on axioms: [propext, Classical.choice, Quot.sound]
'BinaryGibbsDuhem.regular_muB_by_integration' depends on axioms: [propext, Classical.choice, Quot.sound]
```

## Compositions and potentials to which the theorems apply

`totalGibbs G nA nB` is the total Gibbs energy, and `muA G` and `muB G` are the two potentials as functions of composition. `HasDerivAt f f' x` says that `f` has derivative `f'` at `x`. The first two theorems identify `muA` and `muB` as partial derivatives of `totalGibbs`, for a nonzero total amount and a `G` differentiable at the composition concerned. Their proofs build the derivative of the composition (`hx`), then apply the chain rule (`hc`) and the product rule; `field_simp` clears the denominators.

`hasDerivAt_muA` and `hasDerivAt_muB` give the slopes, and `gibbs_duhem` substitutes them and lets `ring` cancel the terms. Twice differentiability is required only at the composition in question. Lean's `deriv` returns zero where no derivative exists, but the two slope theorems show that both derivatives in `gibbs_duhem` are genuine.

`potentials_of_gibbs_duhem` is the converse, also at one composition; `linear_combination hGD` is the step that removes the bracket from $G'$. In `regular_potentials`, `muA` and `muB` are applied to the excess Gibbs energy alone, so the results are excess potentials. For the full ones, the potential of each pure component and its ideal mixing term have to be added.

In `regular_muB_by_integration`, `b'` is the name of a function that supplies the slope of `b`. The case $x=1$ is settled first. After that, `hc` and `hd` give continuity and the slope of the difference, `exists_hasDerivAt_eq_slope` is the mean value theorem, and `hzero` is the division by the positive composition $c$. The conclusion holds for $0<x\le 1$ and says nothing about $b(0)$. It concerns a quadratic $\mu_A$, not arbitrary tabulated data.

Continuity up to pure B matters in that theorem. Take a constant $k \ne 0$ and set

$$b(x) = W(1-x)^2 + k \quad (0<x<1), \qquad b(1) = 0.$$

This $b$ obeys the Gibbs-Duhem relation at every interior composition and vanishes at pure B, yet it is wrong by $k$ everywhere in between. All that it lacks is continuity from the left at $x=1$. A table whose last entry has been set to zero, while the remaining entries keep another reference, has this defect.

Three limits concern applications:

- **Pure components.** Derivatives are two-sided, also at $x=0$ and $x=1$. The regular-solution polynomial meets this condition. A Gibbs energy with the ideal mixing term $RT\,[x\ln x + (1-x)\ln(1-x)]$, where $R$ is the gas constant and $T>0$ the temperature, meets it only for $0<x<1$, because its slope diverges at the ends.
- **The constant $W$.** It stands for the energetic preference between like and unlike neighbours, positive when unlike contacts are unfavourable. That one constant describes a given mixture at all compositions is an assumption about the material.
- **Extensivity.** The step from the model to a real sample is the claim that its Gibbs energy equals $N\,G(x)$. Surface contributions, or finite-size effects in a small simulation cell, break this form, and then $G - xG'$ need not be the chemical potential of A.

The theorems concern exact derivatives. With finite differences or noisy data, the weighted sum of slopes will generally differ from zero by an amount that depends on the discretisation and the noise, and a tolerance has to be chosen accordingly.
